# The canonical average over a uniformly chosen A site as a single Boltzmann-weighted double sum

On a finite set of $N$ sites, each holding an A or a B atom, a configuration is the set $s$ of B sites, with an arbitrary real energy $E(s)$. For $n < N$ B atoms, `conversionAvg` is the average of a real quantity $f(s,i)$ over the canonical ensemble at fixed $n$ and over a uniformly chosen A site $i$. The theorem `conversionAvg_eq` writes it as $\frac{1}{(N-n)Z_n}\sum_{|s|=n}\sum_{i\notin s} e^{-\beta E(s)} f(s,i)$, where $Z_n=\sum_{|s|=n}e^{-\beta E(s)}$ normalises the Boltzmann weights. The proof unfolds the definitions, cancels the common division by $Z_n$, and compares the remaining sums configuration by configuration, using `card_A` to replace the number of A sites by $N-n$.

The failing Lean file:

```lean
import Mathlib

open Finset

namespace ConversionAvgEq

noncomputable section

variable {ι : Type*} [Fintype ι] [DecidableEq ι]

/-- Canonical partition function with `n` B atoms; a configuration is the set of sites
occupied by B. -/
def partitionFn (β : ℝ) (E : Finset ι → ℝ) (n : ℕ) : ℝ :=
  ∑ s ∈ powersetCard n univ, Real.exp (-β * E s)

/-- Canonical average of `f` over configurations with `n` B atoms, for `n` at most the
number of sites. -/
def canonicalAvg (β : ℝ) (E : Finset ι → ℝ) (n : ℕ) (f : Finset ι → ℝ) : ℝ :=
  (∑ s ∈ powersetCard n univ, Real.exp (-β * E s) * f s) / partitionFn β E n

/-- Uniform average of `g` over a nonempty set of sites. -/
def siteAvg (s : Finset ι) (g : ι → ℝ) : ℝ := (∑ i ∈ s, g i) / (s.card : ℝ)

/-- Average of `f` over the canonical ensemble with `n` B atoms and a uniformly chosen
A site, for `n` less than the number of sites. -/
def conversionAvg (β : ℝ) (E : Finset ι → ℝ) (n : ℕ) (f : Finset ι → ι → ℝ) : ℝ :=
  canonicalAvg β E n (fun s => siteAvg sᶜ (f s))

/-- The number of A sites is the number of sites minus the number of B atoms. -/
theorem card_A {n : ℕ} {s : Finset ι} (hs : s ∈ powersetCard n univ) :
    (sᶜ.card : ℝ) = Fintype.card ι - n := by
  rw [card_compl, Nat.cast_sub (card_le_univ s), mem_powersetCard_univ.mp hs]

/-- The conversion average as one weighted sum over configurations and their A sites. -/
theorem conversionAvg_eq (β : ℝ) (E : Finset ι → ℝ) (n : ℕ) (f : Finset ι → ι → ℝ) :
    conversionAvg β E n f =
      (∑ s ∈ powersetCard n univ, ∑ i ∈ sᶜ, Real.exp (-β * E s) * f s i) /
        (((Fintype.card ι : ℝ) - n) * partitionFn β E n) := by
  unfold conversionAvg canonicalAvg siteAvg
  rw [← div_div]
  congr 1
  rw [sum_div]
  refine sum_congr rfl fun s hs => ?_
  rw [card_A hs, ← mul_sum, mul_div_assoc]

end

end ConversionAvgEq
```

The error:

```
Main.lean:44:6: error: Tactic `rewrite` failed: Did not find an occurrence of the pattern
  ↑(#sᶜ)
in the target expression
  Real.exp (-β * E s) * (fun s => (∑ i ∈ sᶜ, f s i) / ↑(#sᶜ)) s =
    (∑ i ∈ sᶜ, Real.exp (-β * E s) * f s i) / (↑(Fintype.card ι) - ↑n)

case e_a
ι : Type u_1
inst✝¹ : Fintype ι
inst✝ : DecidableEq ι
β : ℝ
E : Finset ι → ℝ
n : ℕ
f : Finset ι → ι → ℝ
s : Finset ι
hs : s ∈ powersetCard n univ
⊢ Real.exp (-β * E s) * (fun s => (∑ i ∈ sᶜ, f s i) / ↑(#sᶜ)) s =
    (∑ i ∈ sᶜ, Real.exp (-β * E s) * f s i) / (↑(Fintype.card ι) - ↑n)
```

Cause. The error says that `rw [card_A hs]` cannot find `↑(#sᶜ)`, although the printed goal seems to contain it. The `s` in the pattern is the particular configuration introduced by `fun s hs`. The `s` in the goal's `↑(#sᶜ)` is a different variable, bound by the function `fun s => (∑ i ∈ sᶜ, f s i) / ↑(#sᶜ)`. That function is the argument which `conversionAvg` passes to `canonicalAvg`, and after unfolding it still stands in the goal applied to the outer `s`, with the application not carried out. The rewrite looks for the pattern in the goal as it stands, and there the cardinality concerns only the bound variable.

The added line `beta_reduce` carries out the application, putting the outer `s` in place of the bound one. The left side becomes `Real.exp (-β * E s) * ((∑ i ∈ sᶜ, f s i) / ↑(#sᶜ))`, where `card_A hs` applies. The rest of the `rw` line is unchanged: it takes the exponential out of the sum on the right and regroups the division, so that the two sides agree.

This version goes through:

```diff
@@ -42,4 +42,5 @@
   rw [sum_div]
   refine sum_congr rfl fun s hs => ?_
+  beta_reduce
   rw [card_A hs, ← mul_sum, mul_div_assoc]
 
```
